# Linear thermoelectric response from a nonnegative energy weight: Seebeck bias, Kelvin relation and strictly positive entropy production

## Weight, moments and currents

A conductor connects two reservoirs that differ slightly in electrochemical potential, by $a$, and in temperature, by $b$, around a common temperature $t$. Both differences are the first reservoir minus the second, and currents count as positive from the first to the second. For non-interacting electrons that scatter only elastically, each energy $E$ contributes to the current independently. Expanding the difference of the Fermi functions $f$ to first order gives a factor $-f'(E)\,(a+E\,b/t)$, with $E$ measured from the chemical potential. Let $w(E)$ be the transmission times $-f'(E)$, with constant prefactors absorbed. Carriers count with charge $+1$, so for electrons the measured Seebeck coefficient has the opposite sign to the one below.

This expansion is the step from a real conductor to the model that the hypotheses do not supply: the Lean development starts from $w$ and the linear currents.

```lean
import Mathlib

open MeasureTheory

namespace ThermoelectricTransport

noncomputable section
```

The weight is a real function that is nonnegative everywhere, has finite moments of orders 0, 1 and 2, and has positive total weight. The last condition says that some electrons are transmitted.

```lean
/-- An energy weight for transport: nonnegative, with finite moments of order 0, 1 and 2,
and with positive total weight. -/
structure IsTransportWeight (w : ℝ → ℝ) : Prop where
  nonneg : ∀ E, 0 ≤ w E
  integrable : ∀ n : ℕ, n ≤ 2 → Integrable (fun E : ℝ => E ^ n * w E)
  pos : 0 < ∫ E : ℝ, E ^ 0 * w E
```

The moments are Lebesgue integrals over the whole energy axis,
$$L_n=\int E^n\,w(E)\,dE .$$

```lean
/-- The transport moment `L_n`, the integral of `E ^ n * w E` over energy, with `E` measured
from the chemical potential. -/
def moment (w : ℝ → ℝ) (n : ℕ) : ℝ := ∫ E : ℝ, E ^ n * w E
```

The charge current sums the contributions $w(E)(a+E\,b/t)$:
$$I=L_0\,a+L_1\,\frac bt .$$

```lean
/-- The charge current driven by a bias `a` and a temperature difference `b` at
temperature `t ≠ 0`. -/
def chargeCurrent (w : ℝ → ℝ) (t a b : ℝ) : ℝ :=
  moment w 0 * a + moment w 1 * (b / t)
```

Each carrier transports heat $E$, which raises the order of each moment by one:
$$J=L_1\,a+L_2\,\frac bt .$$
The same $L_1$ appears in both currents, so Onsager symmetry is built into the definitions.

```lean
/-- The heat current driven by a bias `a` and a temperature difference `b` at
temperature `t ≠ 0`. -/
def heatCurrent (w : ℝ → ℝ) (t a b : ℝ) : ℝ :=
  moment w 1 * a + moment w 2 * (b / t)
```

The Seebeck coefficient is defined by its moment formula, $S=L_1/(tL_0)$. Its role as the open-circuit response is proved below.

```lean
/-- The Seebeck coefficient `L₁ / (t L₀)`, for `t ≠ 0` and `L₀ ≠ 0`. -/
def seebeck (w : ℝ → ℝ) (t : ℝ) : ℝ := moment w 1 / (t * moment w 0)
```

The electronic thermal conductance is treated likewise, $\kappa=(L_2-L_1^2/L_0)/t$. Heat carried by phonons is left out.

```lean
/-- The thermal conductance `(L₂ - L₁² / L₀) / t`, for `t ≠ 0` and `L₀ ≠ 0`. -/
def thermalConductance (w : ℝ → ℝ) (t : ℝ) : ℝ :=
  (moment w 2 - moment w 1 ^ 2 / moment w 0) / t
```

The entropy production rate is the thermodynamic expression
$$\sigma=\frac1t\left(aI+\frac{bJ}{t}\right),$$
taken as a definition.

```lean
/-- The entropy production rate: Joule term plus heat-flow term, divided by the
temperature `t ≠ 0`. -/
def entropyProduction (w : ℝ → ℝ) (t a b : ℝ) : ℝ :=
  (a * chargeCurrent w t a b + b * heatCurrent w t a b / t) / t
```

## A quadratic form that is an integral of squares

For real $x$ and $y$, expand the square and integrate term by term:
$$\int (x+yE)^2w\,dE=L_0x^2+2L_1xy+L_2y^2 .$$
The three moment conditions make each term integrable, which is what `integral_add` needs to split the integral.

```lean
/-- For a transport weight, the quadratic form of the moments is the weighted integral
of the square `(x + y E)²` over energy. -/
theorem integral_sq_eq {w : ℝ → ℝ} (hw : IsTransportWeight w) (x y : ℝ) :
    ∫ E : ℝ, (x + y * E) ^ 2 * w E =
      moment w 0 * x ^ 2 + 2 * moment w 1 * x * y + moment w 2 * y ^ 2 := by
  have i0 := (hw.integrable 0 (by norm_num)).const_mul (x ^ 2)
  have i1 := (hw.integrable 1 (by norm_num)).const_mul (2 * x * y)
  have i2 := (hw.integrable 2 (by norm_num)).const_mul (y ^ 2)
  have i01 : Integrable (fun E : ℝ =>
      x ^ 2 * (E ^ 0 * w E) + 2 * x * y * (E ^ 1 * w E)) := i0.add i1
  calc ∫ E : ℝ, (x + y * E) ^ 2 * w E
      = ∫ E : ℝ, (x ^ 2 * (E ^ 0 * w E) + 2 * x * y * (E ^ 1 * w E))
          + y ^ 2 * (E ^ 2 * w E) := by
        congr 1
        ext E
        ring
    _ = x ^ 2 * moment w 0 + 2 * x * y * moment w 1 + y ^ 2 * moment w 2 := by
        rw [integral_add i01 i2, integral_add i0 i1, integral_const_mul,
          integral_const_mul, integral_const_mul]
        rfl
    _ = _ := by ring
```

The integrand is nonnegative, and so is the form. Suppose that it vanished for some $(x,y)\neq(0,0)$. Then $(x+yE)^2w(E)=0$ for almost every $E$. If $y\neq0$, the linear factor vanishes only at $E=-x/y$, a set of measure zero; if $y=0$, it is the nonzero constant $x$. Either way $w=0$ almost everywhere, so $L_0=0$, a contradiction.

In the proof, `hae` is the vanishing of the product, `hne` the non-vanishing of the linear factor, and `hzero` the resulting $L_0=0$.

```lean
/-- For a transport weight, the quadratic form of the moments is positive whenever
`x` and `y` are not both zero. -/
theorem quadratic_pos {w : ℝ → ℝ} (hw : IsTransportWeight w) {x y : ℝ}
    (h : x ≠ 0 ∨ y ≠ 0) :
    0 < moment w 0 * x ^ 2 + 2 * moment w 1 * x * y + moment w 2 * y ^ 2 := by
  have hint : Integrable (fun E : ℝ => (x + y * E) ^ 2 * w E) := by
    have i := (((hw.integrable 0 (by norm_num)).const_mul (x ^ 2)).add
      ((hw.integrable 1 (by norm_num)).const_mul (2 * x * y))).add
      ((hw.integrable 2 (by norm_num)).const_mul (y ^ 2))
    refine i.congr (Filter.Eventually.of_forall fun E => ?_)
    simp only [Pi.add_apply]
    ring
  have hnn : 0 ≤ fun E : ℝ => (x + y * E) ^ 2 * w E :=
    fun E => mul_nonneg (sq_nonneg _) (hw.nonneg E)
  rw [← integral_sq_eq hw]
  refine lt_of_le_of_ne (integral_nonneg hnn) fun h0 => ?_
  have hae := (integral_eq_zero_iff_of_nonneg hnn hint).1 h0.symm
  -- the linear factor vanishes at one energy at most
  have hc : ∀ c : ℝ, ∀ᵐ E : ℝ ∂volume, E ≠ c := fun c => by simp [ae_iff]
  have hne : ∀ᵐ E : ℝ ∂volume, x + y * E ≠ 0 := by
    filter_upwards [hc (-x / y)] with E hE hz
    by_cases hy : y = 0
    · have hx : x = 0 := by simpa [hy] using hz
      exact h.elim (fun k => k hx) (fun k => k hy)
    · apply hE
      rw [eq_div_iff hy]
      linarith
  -- hence the weight itself would vanish almost everywhere
  have hzero : ∫ E : ℝ, E ^ 0 * w E = 0 := by
    apply integral_eq_zero_of_ae
    filter_upwards [hae, hne] with E h1 h2
    have h3 : (x + y * E) ^ 2 * w E = 0 := h1
    have h4 : w E = 0 := (mul_eq_zero.1 h3).resolve_left (pow_ne_zero 2 h2)
    simp [h4]
  exact hw.pos.ne' hzero
```

Now put $x=-L_1$ and $y=L_0$:
$$0<L_0L_1^2-2L_0L_1^2+L_0^2L_2=L_0\,(L_0L_2-L_1^2).$$
Since $L_0>0$, it follows that $L_1^2<L_0L_2$.

```lean
/-- The moments of a transport weight obey the strict inequality `L₁² < L₀ L₂`. -/
theorem moment_sq_lt {w : ℝ → ℝ} (hw : IsTransportWeight w) :
    moment w 1 ^ 2 < moment w 0 * moment w 2 := by
  have h0 : 0 < moment w 0 := hw.pos
  have hq := quadratic_pos hw (x := -moment w 1) (y := moment w 0) (Or.inr h0.ne')
  have hp : 0 < moment w 0 * (moment w 0 * moment w 2 - moment w 1 ^ 2) := by
    linarith
  exact sub_pos.1 ((mul_pos_iff_of_pos_left h0).1 hp)
```

## Open circuit, isothermal transport and dissipation

For $t>0$ the transport relations follow in turn.

- **Conductance.** Dividing the moment inequality by $L_0$ gives $L_1^2/L_0<L_2$, so $\kappa>0$.
- **Open circuit.** Since $L_0S=L_1/t$, we have $I=L_0(a+Sb)$, which vanishes exactly when $a=-Sb$. At that bias
$$J=-\frac{L_1^2}{tL_0}\,b+\frac{L_2}{t}\,b=\kappa b .$$
- **Kelvin relation.** At $b=0$, $I=L_0a$ and $J=L_1a=tS\,I$, so the Peltier coefficient $J/I$ is $tS$ whenever $a\ne0$.
- **Dissipation.** Substituting the currents gives
$$t\sigma=L_0a^2+2L_1a\,\frac bt+L_2\left(\frac bt\right)^2,$$
the quadratic form at $x=a$, $y=b/t$. It is positive unless $a=b=0$.

The theorem states these results as one conjunction, after the moment inequality itself. The identity `key` is the factorised charge current, and `he` is the rewriting of $\sigma$. Within this model, coefficients computed from a transmission function must obey these relations, so a violation reveals an error, for instance in a sign or a unit. Agreement does not show that the transmission itself is accurate, because the relations hold for every weight that meets the hypotheses.

```lean
/-- For a transport weight at temperature `t > 0`: `L₁² < L₀ L₂`; the thermal conductance is
positive; the charge current vanishes exactly at the Seebeck bias, where heat flows with that
conductance; the isothermal heat current is `t S` times the charge current (Kelvin relation);
and entropy production is positive unless both driving forces vanish. -/
theorem thermoelectric_linear_response {w : ℝ → ℝ} (hw : IsTransportWeight w)
    {t : ℝ} (ht : 0 < t) :
    moment w 1 ^ 2 < moment w 0 * moment w 2 ∧
    0 < thermalConductance w t ∧
    (∀ a b, (chargeCurrent w t a b = 0 ↔ a = -seebeck w t * b) ∧
      heatCurrent w t (-seebeck w t * b) b = thermalConductance w t * b) ∧
    (∀ a, heatCurrent w t a 0 = t * seebeck w t * chargeCurrent w t a 0) ∧
    (∀ a b, a ≠ 0 ∨ b ≠ 0 → 0 < entropyProduction w t a b) := by
  have h0 : 0 < moment w 0 := hw.pos
  have hlt := moment_sq_lt hw
  refine ⟨hlt, ?_, fun a b => ⟨?_, ?_⟩, fun a => ?_, fun a b hab => ?_⟩
  · exact div_pos (sub_pos.2 ((div_lt_iff₀ h0).2 (by linarith))) ht
  · -- the charge current is the conductance times the bias beyond the Seebeck bias
    have key : chargeCurrent w t a b = moment w 0 * (a + seebeck w t * b) := by
      have hi : moment w 0 * (moment w 0)⁻¹ = 1 := mul_inv_cancel₀ h0.ne'
      unfold chargeCurrent seebeck
      linear_combination (-(moment w 1 * b * t⁻¹)) * hi
    rw [key, mul_eq_zero, or_iff_right h0.ne']
    constructor <;> intro h <;> linarith
  · unfold heatCurrent seebeck thermalConductance
    ring
  · have hk : t * (moment w 1 / (t * moment w 0)) * (moment w 0 * a) = moment w 1 * a := by
      have h0' := h0.ne'
      field_simp
    simp only [heatCurrent, seebeck, chargeCurrent, zero_div, mul_zero, add_zero]
    exact hk.symm
  · -- the entropy production is the quadratic form at the forces a and b / t
    have hf : a ≠ 0 ∨ b / t ≠ 0 := hab.imp id fun hb => div_ne_zero hb ht.ne'
    have he : entropyProduction w t a b = (moment w 0 * a ^ 2
        + 2 * moment w 1 * a * (b / t) + moment w 2 * (b / t) ^ 2) / t := by
      unfold entropyProduction chargeCurrent heatCurrent
      ring
    rw [he]
    exact div_pos (quadratic_pos hw hf) ht
```

## Efficiency below the Carnot value

As a generator, the conductor delivers electrical power $-aI$ while drawing heat $J>0$. A positive heat current rules out $a=b=0$, so $\sigma>0$. Hence $-aI<bJ/t$, and dividing by $J$ gives
$$\frac{-aI}{J}<\frac bt ,$$
which for $b>0$ is the Carnot efficiency to first order in $b$. Lean states it multiplied by $t$, and its proof clears denominators by using $\sigma t^2$.

```lean
/-- Carnot bound in linear response: for a transport weight at `t > 0` and a positive heat
current, the efficiency (electrical output power over heat current) times `t` is less than
the temperature difference `b`. -/
theorem efficiency_lt_carnot {w : ℝ → ℝ} (hw : IsTransportWeight w) {t a b : ℝ}
    (ht : 0 < t) (hJ : 0 < heatCurrent w t a b) :
    t * (-(a * chargeCurrent w t a b) / heatCurrent w t a b) < b := by
  obtain ⟨_, _, _, _, hσ⟩ := thermoelectric_linear_response hw ht
  have hab : a ≠ 0 ∨ b ≠ 0 := by
    by_contra h
    simp only [ne_eq, not_or, not_not] at h
    simp [heatCurrent, h.1, h.2] at hJ
  have hp := mul_pos (hσ a b hab) (pow_pos ht 2)
  have he : entropyProduction w t a b * t ^ 2 =
      t * (a * chargeCurrent w t a b) + b * heatCurrent w t a b := by
    have hi : t * t⁻¹ = 1 := mul_inv_cancel₀ ht.ne'
    unfold entropyProduction
    linear_combination (a * chargeCurrent w t a b * t
      + b * heatCurrent w t a b * (t * t⁻¹ + 1)) * hi
  rw [← mul_div_assoc, div_lt_iff₀ hJ]
  linarith
```

## A boxcar weight in numbers

Let $w=1$ on $(0,1]$ and $0$ elsewhere; here the weight itself is a boxcar, not the transmission. Then
$$L_n=\int_0^1E^n\,dE=\frac1{n+1}.$$
The theorem confirms that this $w$ meets the hypotheses and that $L_1=1/2$, so the thermoelectric coupling is not zero.

```lean
/-- The boxcar window, equal to one for energies in `(0, 1]` and zero elsewhere, is a
transport weight with first moment `1 / 2`. -/
theorem boxcar_witness :
    IsTransportWeight ((Set.Ioc (0 : ℝ) 1).indicator fun _ => (1 : ℝ)) ∧
    moment ((Set.Ioc (0 : ℝ) 1).indicator fun _ => (1 : ℝ)) 1 = 1 / 2 := by
  have h : ∀ n : ℕ, (fun E : ℝ => E ^ n * (Set.Ioc (0 : ℝ) 1).indicator (fun _ => (1 : ℝ)) E)
      = (Set.Ioc (0 : ℝ) 1).indicator (fun E => E ^ n) := by
    intro n
    ext E
    by_cases hE : E ∈ Set.Ioc (0 : ℝ) 1
    · rw [Set.indicator_of_mem hE, Set.indicator_of_mem hE, mul_one]
    · rw [Set.indicator_of_notMem hE, Set.indicator_of_notMem hE, mul_zero]
  have hm : ∀ n : ℕ, ∫ E : ℝ, E ^ n * (Set.Ioc (0 : ℝ) 1).indicator (fun _ => (1 : ℝ)) E
      = 1 / ((n : ℝ) + 1) := by
    intro n
    rw [h n, integral_indicator measurableSet_Ioc,
      ← intervalIntegral.integral_of_le zero_le_one, integral_pow]
    simp
  refine ⟨⟨fun E => Set.indicator_nonneg (fun _ _ => zero_le_one) E, fun n _ => ?_, ?_⟩, ?_⟩
  · rw [h n, integrable_indicator_iff measurableSet_Ioc]
    exact (continuous_pow n).integrableOn_Ioc
  · rw [hm 0]
    norm_num
  · unfold moment
    rw [hm 1]
    norm_num

end

end ThermoelectricTransport
```

```lean
#print axioms ThermoelectricTransport.thermoelectric_linear_response
#print axioms ThermoelectricTransport.efficiency_lt_carnot
```

```
'ThermoelectricTransport.thermoelectric_linear_response' depends on axioms: [propext, Classical.choice, Quot.sound]
'ThermoelectricTransport.efficiency_lt_carnot' depends on axioms: [propext, Classical.choice, Quot.sound]
```

With $L_0=1$, $L_1=1/2$, $L_2=1/3$ and $t=1$, one finds $S=1/2$ and $\kappa=1/3-1/4=1/12$. Take $b=1/10$ and half the open-circuit bias, $a=-1/40$. Then
$$I=-\frac1{40}+\frac1{20}=\frac1{40},\qquad J=-\frac1{80}+\frac1{30}=\frac1{48}.$$
The output power is $1/1600$ and the efficiency is $48/1600=0.03$, below the Carnot value $0.1$. The entropy production is $-1/1600+1/480=7/4800>0$.

## A measure in place of a density

The weight could also be modelled as a measure on the energy axis, which would admit transmission at a single energy $E_0$. In that case $L_1^2=L_0L_2$ and $\kappa=0$, and $\sigma$ vanishes at $a=-E_0b/t$ even for $b\neq0$. The strict inequalities for the moments, $\kappa$ and $\sigma$ would therefore weaken to non-strict ones. For $E_0\neq0$ and $b>0$, the efficiency could approach $b/t$ as both currents tend to zero.
